# The exact distance between two symmetric truncations of the Matsubara sum for a free fermion propagator

Take a non-interacting fermion level of real energy e, measured from the chemical potential, at inverse temperature β > 0, with ħ = 1. Its propagator at the Matsubara frequency w_n = (2n+1)π/β is 1/(iw_n − e), and the truncated sum at N adds up its values over −N ≤ n < N and divides by β. The theorem `norm_window` says that for N ≤ M the truncated sums at N and M lie exactly 2|e|/β · ∑ 1/(w_n² + e²) apart, with n running over N ≤ n < M. Both truncated sums are finite, and nothing is said about their limit. The proof uses `truncatedSum_eq` to write both as real sums, which turns the norm into an absolute value, and then tries to gather the right-hand side into a single absolute value too, so that only the insides need comparing.

Lean 4 with Mathlib refuses this proof:

```lean
import Mathlib

open Filter Topology
open Complex (I)
open scoped Real

namespace NormWindow

noncomputable section

/-- The fermionic Matsubara frequency `(2n+1)π/β`, for `β ≠ 0`. -/
def freq (β : ℝ) (n : ℤ) : ℝ := (2 * n + 1) * π / β

/-- The Matsubara sum of `1/(iw_n - e)` over `-N ≤ n < N`, divided by `β`, for `β ≠ 0`. -/
def truncatedSum (β e : ℝ) (N : ℕ) : ℂ :=
  1 / β * ∑ n ∈ Finset.Ico (-(N : ℤ)) N, 1 / (I * freq β n - e)

/-- Raising `N` by one adds the terms at `N` and `-N - 1` to a sum over `-N ≤ n < N`. -/
private theorem sum_symm_succ (f : ℤ → ℂ) (N : ℕ) :
    ∑ n ∈ Finset.Ico (-((N + 1 : ℕ) : ℤ)) ((N + 1 : ℕ) : ℤ), f n =
      ∑ n ∈ Finset.Ico (-(N : ℤ)) N, f n + (f N + f (-(N : ℤ) - 1)) := by
  have h : Finset.Ico (-((N + 1 : ℕ) : ℤ)) ((N + 1 : ℕ) : ℤ) =
      insert (N : ℤ) (insert (-(N : ℤ) - 1) (Finset.Ico (-(N : ℤ)) N)) := by
    ext k
    simp only [Finset.mem_insert, Finset.mem_Ico]
    omega
  rw [h, Finset.sum_insert (by simp only [Finset.mem_insert, Finset.mem_Ico]; omega),
    Finset.sum_insert (by simp only [Finset.mem_Ico]; omega)]
  ring

/-- The propagators at two opposite nonzero frequencies add up to a real number. -/
theorem pair_sum {w : ℝ} (hw : w ≠ 0) (e : ℝ) :
    1 / (I * w - e) + 1 / (I * ((-w : ℝ) : ℂ) - e) =
      ((-2 * e / (w ^ 2 + e ^ 2) : ℝ) : ℂ) := by
  have h1 : I * w - e ≠ 0 := fun h => hw (by simpa using congrArg Complex.im h)
  have h2 : I * -(w : ℂ) - e ≠ 0 := fun h => hw (by simpa using congrArg Complex.im h)
  have h3 : (w : ℂ) ^ 2 + (e : ℂ) ^ 2 ≠ 0 := by
    have : 0 < w ^ 2 + e ^ 2 := by positivity
    exact_mod_cast this.ne'
  push_cast
  rw [div_add_div _ _ h1 h2, div_eq_div_iff (mul_ne_zero h1 h2) h3]
  linear_combination (-2 * (e : ℂ) * w ^ 2) * Complex.I_sq

/-- For `β > 0` the truncated Matsubara sum is a real sum over the positive frequencies. -/
theorem truncatedSum_eq {β : ℝ} (hβ : 0 < β) (e : ℝ) (N : ℕ) :
    truncatedSum β e N =
      ((-(2 * e / β) * ∑ n ∈ Finset.range N, 1 / (freq β n ^ 2 + e ^ 2) : ℝ) : ℂ) := by
  induction N with
  | zero => simp [truncatedSum]
  | succ N ih =>
    have hneg : freq β (-(N : ℤ) - 1) = -freq β N := by
      unfold freq; push_cast; ring
    have hw : freq β N ≠ 0 := by
      unfold freq; push_cast; positivity
    unfold truncatedSum at *
    rw [sum_symm_succ, mul_add, ih, hneg, pair_sum hw, Finset.sum_range_succ]
    push_cast
    ring

/-- For `β > 0` and `N ≤ M`, the distance between the truncated sums at `N` and `M` is `2|e|/β`
times the sum of `1/(w_n² + e²)` over `N ≤ n < M`. -/
theorem norm_window {β : ℝ} (hβ : 0 < β) (e : ℝ) {N M : ℕ} (h : N ≤ M) :
    ‖truncatedSum β e N - truncatedSum β e M‖ =
      2 * |e| / β * ∑ n ∈ Finset.Ico N M, 1 / (freq β n ^ 2 + e ^ 2) := by
  have hs : 0 ≤ ∑ n ∈ Finset.Ico N M, 1 / (freq β n ^ 2 + e ^ 2) :=
    Finset.sum_nonneg fun n _ => by positivity
  rw [truncatedSum_eq hβ, truncatedSum_eq hβ, ← Complex.ofReal_sub, Complex.norm_real,
    Real.norm_eq_abs, ← abs_of_nonneg hs, ← abs_two, ← abs_mul, ← abs_of_pos hβ, ← abs_div,
    ← abs_mul, abs_of_pos hβ, abs_two, abs_of_nonneg hs, Finset.sum_Ico_eq_sub _ h]
  congr 1
  ring

end

end NormWindow
```

Compiling this gives:

```
Main.lean:69:39: error: Tactic `rewrite` failed: Did not find an occurrence of the pattern
  |∑ n ∈ Finset.Ico N M, 1 / (freq β ↑n ^ 2 + e ^ 2)|
in the target expression
  |-(2 * e / β) * ∑ n ∈ Finset.range N, 1 / (freq β ↑n ^ 2 + e ^ 2) -
        -(2 * e / β) * ∑ n ∈ Finset.range M, 1 / (freq β ↑n ^ 2 + e ^ 2)| =
    |2 * e / β * ∑ n ∈ Finset.Ico N M, 1 / (freq β ↑n ^ 2 + e ^ 2)|

β : ℝ
hβ : 0 < β
e : ℝ
N M : ℕ
h : N ≤ M
hs : 0 ≤ ∑ n ∈ Finset.Ico N M, 1 / (freq β ↑n ^ 2 + e ^ 2)
⊢ |-(2 * e / β) * ∑ n ∈ Finset.range N, 1 / (freq β ↑n ^ 2 + e ^ 2) -
        -(2 * e / β) * ∑ n ∈ Finset.range M, 1 / (freq β ↑n ^ 2 + e ^ 2)| =
    |2 * e / β * ∑ n ∈ Finset.Ico N M, 1 / (freq β ↑n ^ 2 + e ^ 2)|
```

As a diff, the version that Lean accepts:

```diff
@@ -65,9 +65,11 @@
   have hs : 0 ≤ ∑ n ∈ Finset.Ico N M, 1 / (freq β n ^ 2 + e ^ 2) :=
     Finset.sum_nonneg fun n _ => by positivity
-  rw [truncatedSum_eq hβ, truncatedSum_eq hβ, ← Complex.ofReal_sub, Complex.norm_real,
-    Real.norm_eq_abs, ← abs_of_nonneg hs, ← abs_two, ← abs_mul, ← abs_of_pos hβ, ← abs_div,
-    ← abs_mul, abs_of_pos hβ, abs_two, abs_of_nonneg hs, Finset.sum_Ico_eq_sub _ h]
-  congr 1
-  ring
+  have hd : -(2 * e / β) * ∑ n ∈ Finset.range N, 1 / (freq β n ^ 2 + e ^ 2) -
+      -(2 * e / β) * ∑ n ∈ Finset.range M, 1 / (freq β n ^ 2 + e ^ 2) =
+      2 * e / β * ∑ n ∈ Finset.Ico N M, 1 / (freq β n ^ 2 + e ^ 2) := by
+    rw [Finset.sum_Ico_eq_sub _ h]
+    ring
+  rw [truncatedSum_eq hβ, truncatedSum_eq hβ, ← Complex.ofReal_sub, hd, Complex.norm_real,
+    Real.norm_eq_abs, abs_mul, abs_of_nonneg hs, abs_div, abs_mul, abs_two, abs_of_pos hβ]
 
 end
```

Diagnosis. The error says that `rw [abs_of_nonneg hs]` found no absolute value of the sum over `Finset.Ico N M` standing by itself. There had been one, put there by `← abs_of_nonneg hs`, but the last `← abs_mul` merged it with the prefactor into the absolute value of the whole product, which is what the printed goal shows on the right. The later step was meant to undo the earlier one and had nothing left to act on.

The repair works in the other direction. The new fact `hd` shows, without absolute values, that the difference of the two real sums is `2 * e / β` times the sum over `Finset.Ico N M`; `Finset.sum_Ico_eq_sub` and `ring` prove it. Once `hd` is rewritten into the goal, `Complex.norm_real` and `Real.norm_eq_abs` turn the left-hand side into the absolute value of that product, and `abs_mul` splits it. The absolute value of the sum now stands alone, so `abs_of_nonneg hs` applies, and the remaining rewrites turn the prefactor into `2 * |e| / β`, as on the right. The old closing lines `congr 1` and `ring` are no longer needed.
